# One unit vector added to n orthonormal plane waves: a projection norm s < 1 gives overlap condition number (1 + s)/(1 − s)

Let e₁, …, eₙ be n ≥ 1 orthonormal plane waves, φ a unit vector, and s the norm of the projection of φ on their span. The overlap matrix S of the n + 1 functions has characteristic polynomial

(X − 1)ⁿ⁻¹ ((X − 1)² − s²).

Its smallest and largest eigenvalues are 1 − s and 1 + s. For s < 1 its condition number is

κ = (1 + s)/(1 − s),

and for s = 1 it is singular. If growing cutoff sets exhaust a complete plane-wave basis and φ lies in none of the finite spans, κ tends to infinity.

## Generalised eigenproblems with an added orbital

Adding a localised orbital to a plane-wave basis leads to the generalised eigenproblem H c = ε S c, with H the Hamiltonian matrix, c the coefficient vector and ε the energy. It can be solved by factorising S or orthogonalising the basis. The condition number of S limits how strongly relative errors can be amplified when linear systems with S are solved. For a single added function, the formula gives that number from the plane-wave coefficients alone: s = 0.99 gives κ = 199, and s = 0.999 gives κ = 1999. Raising the cutoff improves the plane-wave description of the orbital and thereby drives S towards singularity.

## From the projection to the eigenvalues 1 ± s

Write βᵢ = ⟨eᵢ, φ⟩ and Pφ = Σᵢ βᵢ eᵢ. Orthonormality gives

⟨eⱼ, φ − Pφ⟩ = βⱼ − βⱼ = 0,

so Pφ is the orthogonal projection, with s² = Σᵢ |βᵢ|². By Pythagoras,

1 = s² + ‖φ − Pφ‖².

Hence s ≤ 1. If φ is outside the span, the remainder is nonzero and s < 1. If φ is inside, the remainder is also in the span, is orthogonal to itself and vanishes, so s = 1.

With β as a column, the overlap matrix in block form is

S = [ I, β ; β†, 1 ].

Take t ≠ 1 and set u = t − 1. Then

tI − S = [ uI, −β ; −β†, u ].

Multiplying on the right by [ I, β/u ; 0, 1 ], which has determinant 1, gives

[ uI, 0 ; −β†, u − s²/u ].

Therefore

det(tI − S) = uⁿ (u − s²/u) = uⁿ⁻¹ (u² − s²).

Both sides are polynomials in t that agree at infinitely many points, so they agree at t = 1 too.

The numbers 1 − s and 1 + s are always roots. Any other root equals 1, which lies between them. The smallest eigenvalue is positive exactly when s < 1, and the ratio of the extremes is then κ.

For growing cutoff sets numbered by N, let P_N φ be the projection of φ on the N-th span and s_N its norm. Completeness gives P_N φ → φ, so s_N → 1. Since φ is in none of the spans, every s_N is below 1. For any K, K(1 − s_N) tends to 0 and is eventually below 1 ≤ 1 + s_N, so κ_N ≥ K from there on.

## Lean source for the overlap spectrum and the divergence

```lean
import Mathlib

open Matrix Filter Topology
open Polynomial (X C)

namespace MixedPlaneWaveBasis

noncomputable section

variable {ι κ E : Type*} [NormedAddCommGroup E] [InnerProductSpace ℂ E]

/-- The overlap matrix of a family of vectors: the matrix of their inner products. -/
def overlap (f : κ → E) : Matrix κ κ ℂ := Matrix.of fun i j => inner ℂ (f i) (f j)

/-- The plane waves `e` together with one additional function `φ`. -/
def mixedBasis (e : ι → E) (φ : E) : ι ⊕ Unit → E := Sum.elim e fun _ => φ

/-- The plane-wave expansion of `φ` in the finite family `e`. -/
def planeWavePart [Fintype ι] (e : ι → E) (φ : E) : E := ∑ i, inner ℂ (e i) φ • e i

/-- The real eigenvalues of a complex square matrix. -/
def eigenvalueSet [Fintype κ] (A : Matrix κ κ ℂ) : Set ℝ :=
  {x | ∃ v : κ → ℂ, v ≠ 0 ∧ A *ᵥ v = (x : ℂ) • v}

/-- `A` is Hermitian with positive smallest eigenvalue, and `c` is the ratio of its largest
to its smallest eigenvalue. -/
def HasConditionNumber [Fintype κ] (A : Matrix κ κ ℂ) (c : ℝ) : Prop :=
  A.IsHermitian ∧ ∃ a b : ℝ, 0 < a ∧ IsLeast (eigenvalueSet A) a ∧
    IsGreatest (eigenvalueSet A) b ∧ c = b / a

/-- For orthonormal plane waves, the plane-wave expansion is the orthogonal projection: it lies
in their span, and the remainder is orthogonal to the span. -/
theorem planeWavePart_projection [Fintype ι] {e : ι → E} (he : Orthonormal ℂ e) (φ : E) :
    planeWavePart e φ ∈ Submodule.span ℂ (Set.range e) ∧
      ∀ v ∈ Submodule.span ℂ (Set.range e), inner ℂ v (φ - planeWavePart e φ) = 0 := by
  refine ⟨Submodule.sum_mem _ fun i _ =>
    Submodule.smul_mem _ _ (Submodule.subset_span ⟨i, rfl⟩), fun v hv => ?_⟩
  induction hv using Submodule.span_induction with
  | mem x hx =>
    obtain ⟨i, rfl⟩ := hx
    rw [inner_sub_right, planeWavePart, he.inner_right_fintype, sub_self]
  | zero => exact inner_zero_left _
  | add x y _ _ hx hy => rw [inner_add_left, hx, hy, add_zero]
  | smul a x _ hx => rw [inner_smul_left, hx, mul_zero]

/-- For orthonormal plane waves, the projection of a unit vector has norm below one exactly when
the vector lies outside their span. -/
theorem norm_planeWavePart_lt_one_iff [Fintype ι] {e : ι → E} (he : Orthonormal ℂ e)
    {φ : E} (hφ : ‖φ‖ = 1) :
    ‖planeWavePart e φ‖ < 1 ↔ φ ∉ Submodule.span ℂ (Set.range e) := by
  obtain ⟨hP, horth⟩ := planeWavePart_projection he φ
  constructor
  · intro hs hmem
    have h := horth _ (Submodule.sub_mem _ hmem hP)
    rw [← sub_eq_zero.1 (inner_self_eq_zero.1 h), hφ] at hs
    exact lt_irrefl _ hs
  · intro hmem
    have hne : φ - planeWavePart e φ ≠ 0 := fun h => hmem (by rw [sub_eq_zero.1 h]; exact hP)
    -- Pythagoras for the projection and the remainder
    have h := norm_add_sq_eq_norm_sq_add_norm_sq_of_inner_eq_zero _ _ (horth _ hP)
    rw [add_sub_cancel, hφ] at h
    nlinarith [norm_pos_iff.2 hne, norm_nonneg (planeWavePart e φ)]

/-- For `u ≠ 0`, a formula for `u` times the determinant of the block matrix whose diagonal blocks
are `u` times the identity, the second of size one, with upper right column `B` and lower left row
`D`. -/
theorem bordered_det [Fintype ι] [DecidableEq ι] {u : ℂ} (hu : u ≠ 0)
    (B : Matrix ι Unit ℂ) (D : Matrix Unit ι ℂ) :
    u * (fromBlocks (u • 1) B D (u • 1)).det =
      u ^ Fintype.card ι * (u ^ 2 - (D * B) () ()) := by
  -- eliminate the upper right block
  have h : fromBlocks (u • 1) B D (u • 1) * fromBlocks 1 (-(u⁻¹ • B)) 0 1 =
      fromBlocks (u • 1) 0 D (u • 1 - u⁻¹ • (D * B)) := by
    rw [fromBlocks_multiply, fromBlocks_inj]
    refine ⟨by simp, ?_, by simp, ?_⟩
    · rw [Matrix.mul_neg, Matrix.smul_mul, Matrix.one_mul, smul_smul, mul_inv_cancel₀ hu,
        one_smul, Matrix.mul_one, neg_add_cancel]
    · rw [Matrix.mul_neg, Matrix.mul_smul, Matrix.mul_one]
      abel
  have hd := congrArg Matrix.det h
  rw [det_mul, det_fromBlocks_zero₂₁, det_fromBlocks_zero₁₂, det_one, det_one, mul_one,
    mul_one, det_smul, det_one, mul_one, det_unique (n := Unit)] at hd
  have hentry : (u • (1 : Matrix Unit Unit ℂ) - u⁻¹ • (D * B)) default default =
      u - u⁻¹ * (D * B) () () := by
    simp [Matrix.sub_apply, Matrix.smul_apply]
  rw [hd, hentry]
  linear_combination (-(u ^ Fintype.card ι * (D * B) () ())) * mul_inv_cancel₀ hu

/-- Characteristic polynomial of the overlap matrix of `n ≥ 1` orthonormal plane waves and one
unit vector, in terms of the norm of the projection of that vector on their span. -/
theorem overlap_charpoly [Fintype ι] [DecidableEq ι] [Nonempty ι] {e : ι → E}
    (he : Orthonormal ℂ e) {φ : E} (hφ : ‖φ‖ = 1) :
    (overlap (mixedBasis e φ)).charpoly = (X - 1) ^ (Fintype.card ι - 1) *
      ((X - 1) ^ 2 - C ((‖planeWavePart e φ‖ : ℂ) ^ 2)) := by
  -- the squared overlaps add up to the squared norm of the projection
  have hsum : ∑ i, inner ℂ φ (e i) * inner ℂ (e i) φ = (‖planeWavePart e φ‖ : ℂ) ^ 2 := by
    obtain ⟨hP, horth⟩ := planeWavePart_projection he φ
    have h := horth _ hP
    rw [inner_sub_right, sub_eq_zero] at h
    have h2 : inner ℂ (planeWavePart e φ) φ = ∑ i, inner ℂ φ (e i) * inner ℂ (e i) φ := by
      rw [planeWavePart, sum_inner]
      refine Finset.sum_congr rfl fun i _ => ?_
      rw [inner_smul_left, inner_conj_symm]
    rw [← h2, h]
    exact inner_self_eq_norm_sq_to_K _
  apply Polynomial.eq_of_infinite_eval_eq
  refine (Set.finite_singleton (1 : ℂ)).infinite_compl.mono fun t ht => ?_
  have hu : t - 1 ≠ 0 := sub_ne_zero.2 ht
  have hM : Matrix.scalar _ t - overlap (mixedBasis e φ) =
      fromBlocks ((t - 1) • 1) (Matrix.of fun i (_ : Unit) => -inner ℂ (e i) φ)
        (Matrix.of fun (_ : Unit) j => -inner ℂ φ (e j)) ((t - 1) • 1) := by
    have ho := orthonormal_iff_ite.1 he
    ext (i | i) (j | j)
    · by_cases h : i = j
      · subst h
        simp [overlap, mixedBasis, Matrix.scalar_apply, he.1 i]
      · simp [overlap, mixedBasis, Matrix.scalar_apply, ho, h]
    · simp [overlap, mixedBasis, Matrix.scalar_apply]
    · simp [overlap, mixedBasis, Matrix.scalar_apply]
    · simp [overlap, mixedBasis, Matrix.scalar_apply, hφ]
  obtain ⟨k, hk⟩ := Nat.exists_eq_succ_of_ne_zero (Fintype.card_ne_zero (α := ι))
  apply mul_left_cancel₀ hu
  rw [Matrix.eval_charpoly, hM, bordered_det hu, Matrix.mul_apply]
  simp only [Matrix.of_apply, neg_mul_neg, hsum, hk, Nat.succ_eq_add_one, Nat.add_sub_cancel,
    Polynomial.eval_mul, Polynomial.eval_pow, Polynomial.eval_sub, Polynomial.eval_X,
    Polynomial.eval_one, Polynomial.eval_C]
  ring

/-- For `n ≥ 1` orthonormal plane waves and one unit vector, the extreme eigenvalues of the
overlap matrix are `1 - s` and `1 + s`, with `s` the norm of the projection. -/
theorem overlap_extreme_eigenvalues [Fintype ι] [Nonempty ι] {e : ι → E}
    (he : Orthonormal ℂ e) {φ : E} (hφ : ‖φ‖ = 1) :
    IsLeast (eigenvalueSet (overlap (mixedBasis e φ))) (1 - ‖planeWavePart e φ‖) ∧
      IsGreatest (eigenvalueSet (overlap (mixedBasis e φ))) (1 + ‖planeWavePart e φ‖) := by
  classical
  have hmem : ∀ x : ℝ, x ∈ eigenvalueSet (overlap (mixedBasis e φ)) ↔
      (x - 1) ^ (Fintype.card ι - 1) * ((x - 1) ^ 2 - ‖planeWavePart e φ‖ ^ 2) = 0 := by
    intro x
    have h1 : x ∈ eigenvalueSet (overlap (mixedBasis e φ)) ↔
        (overlap (mixedBasis e φ)).charpoly.eval (x : ℂ) = 0 := by
      rw [Matrix.eval_charpoly, ← Matrix.exists_mulVec_eq_zero_iff]
      have hv : ∀ v, (Matrix.scalar _ (x : ℂ) - overlap (mixedBasis e φ)) *ᵥ v =
          (x : ℂ) • v - overlap (mixedBasis e φ) *ᵥ v := by
        intro v
        rw [Matrix.sub_mulVec]
        congr 1
        ext i
        simp [Matrix.scalar_apply, Matrix.mulVec_diagonal]
      exact ⟨fun ⟨v, h0, h⟩ => ⟨v, h0, by rw [hv, h, sub_self]⟩,
        fun ⟨v, h0, h⟩ => ⟨v, h0, (sub_eq_zero.1 ((hv v).symm.trans h)).symm⟩⟩
    rw [h1, overlap_charpoly he hφ]
    simp only [Polynomial.eval_mul, Polynomial.eval_pow, Polynomial.eval_sub,
      Polynomial.eval_X, Polynomial.eval_one, Polynomial.eval_C]
    constructor <;> intro h <;> exact_mod_cast h
  -- every eigenvalue is within `s` of one
  have hbound : ∀ x ∈ eigenvalueSet (overlap (mixedBasis e φ)),
      -‖planeWavePart e φ‖ ≤ x - 1 ∧ x - 1 ≤ ‖planeWavePart e φ‖ := by
    intro x hx
    apply abs_le_of_sq_le_sq' _ (norm_nonneg _)
    by_cases h : x - 1 = 0
    · rw [h]
      nlinarith [sq_nonneg ‖planeWavePart e φ‖]
    · have h2 := (mul_eq_zero.1 ((hmem x).1 hx)).resolve_left (pow_ne_zero _ h)
      linarith
  refine ⟨⟨(hmem _).2 ?_, fun x hx => ?_⟩, ⟨(hmem _).2 ?_, fun x hx => ?_⟩⟩
  · ring
  · linarith [(hbound x hx).1]
  · ring
  · linarith [(hbound x hx).2]

/-- For `n ≥ 1` orthonormal plane waves and one unit vector with projection norm `s`, the overlap
matrix has condition number `c` exactly when `s < 1` and `c = (1 + s) / (1 - s)`. -/
theorem overlap_conditionNumber_iff [Fintype ι] [Nonempty ι] {e : ι → E}
    (he : Orthonormal ℂ e) {φ : E} (hφ : ‖φ‖ = 1) (c : ℝ) :
    HasConditionNumber (overlap (mixedBasis e φ)) c ↔ ‖planeWavePart e φ‖ < 1 ∧
      c = (1 + ‖planeWavePart e φ‖) / (1 - ‖planeWavePart e φ‖) := by
  obtain ⟨hl, hg⟩ := overlap_extreme_eigenvalues he hφ
  constructor
  · rintro ⟨-, a, b, ha, hal, hbg, hc⟩
    rw [hal.unique hl] at ha hc
    rw [hbg.unique hg] at hc
    exact ⟨by linarith, hc⟩
  · rintro ⟨hs, hc⟩
    exact ⟨Matrix.IsHermitian.ext fun i j => inner_conj_symm _ _,
      _, _, by linarith, hl, hg, hc⟩

/-- Let nonempty, growing cutoff sets exhaust a complete orthonormal plane-wave basis. If a unit
vector lies in none of the finite spans, the condition number of the mixed basis diverges. -/
theorem conditionNumber_diverges (b : HilbertBasis ι ℂ E) {G : ℕ → Finset ι}
    (hG : Monotone G) (hex : ∀ k, ∃ N, k ∈ G N) (hne : ∀ N, (G N).Nonempty)
    {φ : E} (hφ : ‖φ‖ = 1)
    (hout : ∀ N, φ ∉ Submodule.span ℂ (Set.range fun k : G N => b k)) :
    ∃ c : ℕ → ℝ, (∀ N, HasConditionNumber
      (overlap (mixedBasis (fun k : G N => b k) φ)) (c N)) ∧ Tendsto c atTop atTop := by
  have ho : ∀ N, Orthonormal ℂ (fun k : G N => b k) := fun N =>
    b.orthonormal.comp _ Subtype.val_injective
  have hs := fun N => (norm_planeWavePart_lt_one_iff (ho N) hφ).2 (hout N)
  -- completeness: the projections converge to the vector itself
  have hlim : Tendsto (fun N => ‖planeWavePart (fun k : G N => b k) φ‖) atTop (𝓝 1) := by
    have h : Tendsto (fun s : Finset ι => ∑ k ∈ s, b.repr φ k • b k) atTop (𝓝 φ) :=
      b.hasSum_repr φ
    have h2 := (h.comp (tendsto_atTop_finset_of_monotone hG hex)).norm
    rw [hφ] at h2
    refine h2.congr fun N => ?_
    simp only [Function.comp_apply, planeWavePart, b.repr_apply_apply]
    rw [Finset.sum_coe_sort (G N) (fun k => inner ℂ (b k) φ • b k)]
  refine ⟨fun N => (1 + ‖planeWavePart (fun k : G N => b k) φ‖) /
    (1 - ‖planeWavePart (fun k : G N => b k) φ‖), fun N => ?_, tendsto_atTop.2 fun K => ?_⟩
  · have : Nonempty (G N) := (hne N).to_subtype
    exact (overlap_conditionNumber_iff (ho N) hφ _).2 ⟨hs N, rfl⟩
  · have h0 : Tendsto (fun N => K * (1 - ‖planeWavePart (fun k : G N => b k) φ‖))
        atTop (𝓝 0) := by
      simpa using (tendsto_const_nhds (x := (1 : ℝ)).sub hlim).const_mul K
    filter_upwards [(tendsto_order.1 h0).2 1 one_pos] with N hN
    rw [le_div_iff₀ (sub_pos.2 (hs N))]
    linarith [norm_nonneg (planeWavePart (fun k : G N => b k) φ)]

/-- On a periodic cell of length `T > 0`, add a unit vector to the Fourier modes `-N, …, N`.
If it lies in none of their spans, the condition number diverges as `N` grows. -/
theorem fourier_conditionNumber_diverges {T : ℝ} [Fact (0 < T)]
    {φ : MeasureTheory.Lp ℂ 2 (AddCircle.haarAddCircle (T := T))} (hφ : ‖φ‖ = 1)
    (hout : ∀ N : ℕ, φ ∉ Submodule.span ℂ
      (Set.range fun k : Finset.Icc (-(N : ℤ)) N => fourierBasis (T := T) k)) :
    ∃ c : ℕ → ℝ, (∀ N : ℕ, HasConditionNumber (overlap (mixedBasis
      (fun k : Finset.Icc (-(N : ℤ)) N => fourierBasis (T := T) k) φ)) (c N)) ∧
      Tendsto c atTop atTop :=
  conditionNumber_diverges (fourierBasis (T := T)) (G := fun N : ℕ => Finset.Icc (-(N : ℤ)) N)
    (fun _ _ h => Finset.Icc_subset_Icc (by omega) (by omega))
    (fun k => ⟨k.natAbs, Finset.mem_Icc.2 ⟨by omega, by omega⟩⟩)
    (fun _ => ⟨0, Finset.mem_Icc.2 ⟨by omega, by omega⟩⟩) hφ hout

end

end MixedPlaneWaveBasis
```

```lean
#print axioms MixedPlaneWaveBasis.overlap_conditionNumber_iff
#print axioms MixedPlaneWaveBasis.fourier_conditionNumber_diverges
```

```
'MixedPlaneWaveBasis.overlap_conditionNumber_iff' depends on axioms: [propext, Classical.choice, Quot.sound]
'MixedPlaneWaveBasis.fourier_conditionNumber_diverges' depends on axioms: [propext, Classical.choice, Quot.sound]
```

## How the Lean objects represent the basis

`E` is a complex inner product space, not an energy, and `ι` labels the plane waves. In the code `κ` is a general index type, not the condition number, which is called `c` there. The inner product is conjugate-linear in its first argument, as in Dirac notation. `mixedBasis e φ` is indexed by `ι ⊕ Unit`, the plane waves plus one extra label, and `overlap` is its matrix of inner products. The number s is `‖planeWavePart e φ‖`. The results for a fixed basis use no property of plane waves beyond orthonormality, so they hold equally for any finite, nonempty orthonormal family and a unit vector φ.

`HasConditionNumber A c` says that `A` is Hermitian, that its smallest eigenvalue is positive, and that `c` is the ratio of the largest to the smallest. A singular overlap matrix therefore has no condition number, and `overlap_conditionNumber_iff` states the formula as an equivalence that includes s < 1.

In `conditionNumber_diverges`, the `HilbertBasis` is the complete plane-wave basis. `G N` is a finite set of labels, not a reciprocal-lattice vector. The sets are nonempty, grow with `N` and eventually contain every label. The hypothesis `hout` says that no finite cutoff represents φ exactly; physically, the orbital has infinitely many nonzero plane-wave coefficients.

`fourier_conditionNumber_diverges` takes the modes −N, …, N on a one-dimensional periodic cell of length `T`, so n = 2N + 1. Its measure has total mass 1: the plane waves are exp(2πikx/T) without a factor 1/√T, and ‖φ‖ = 1 means that the cell average of |φ|² is 1.

## Block elimination and limits in the proofs

- `planeWavePart_projection` checks orthogonality on each plane wave and extends it to the span by induction. `norm_planeWavePart_lt_one_iff` adds the Pythagoras step.
- `bordered_det` is the block elimination, with both sides multiplied by u to clear the fraction.
- `overlap_charpoly` identifies the sum of squared overlaps with s², applies the determinant formula at every t ≠ 1, and concludes with `Polynomial.eq_of_infinite_eval_eq`.
- `overlap_extreme_eigenvalues` translates eigenvectors into roots and bounds |x − 1| by s for every eigenvalue x. The condition-number theorem then uses the uniqueness of least and greatest elements.
- `conditionNumber_diverges` obtains s_N → 1 from the convergent basis expansion and finishes with the comparison with K. The Fourier theorem checks the conditions on the cutoff sets for the intervals −N, …, N.

## Normalisation, a single added function and rounded overlaps

The formula for κ needs the normalisation of φ. Take one plane wave e₁ and a vector φ orthogonal to it with ‖φ‖ = 2. Then s = 0 and the formula would give κ = 1, but the overlap matrix is diag(1, 4), with condition number 4. A code should therefore normalise the orbital first and use the normalised orbital both in S and in s.

The theorems guarantee the full characteristic polynomial, the exact condition number and its divergence for one added function. They give no rate of divergence, which depends on how fast the coefficients of φ decay, and no formula for several added orbitals. For a three-dimensional cell, the general divergence theorem applies once the plane waves are supplied as a complete orthonormal basis; only the one-dimensional case is worked out here.

The step left to the user is to identify the matrix stored by a program with the matrix of true inner products. Rounding and grid quadrature perturb its entries, and when 1 − s is comparable to that perturbation, the computed smallest eigenvalue may be far from 1 − s in relative terms, or even negative.
